# For Im z > 0, the embedding self-energy of a finite Hermitian environment gives no level of a Hermitian system a positive imaginary part

An adsorbate on a surface, or a molecule between leads, exchanges amplitude with surroundings that one would rather not treat explicitly. Let $A$ be the system Hamiltonian, $D$ that of the environment and $B$ the coupling. At energy $z$, the environment amplitude $\varphi$ and the system amplitude $\psi$ obey $B^\dagger\psi + D\varphi = z\varphi$, so $\varphi = (z-D)^{-1}B^\dagger\psi$. Substituting this into the system's equation adds $S(z) = B(z-D)^{-1}B^\dagger$ to $A$. This term is not Hermitian in general. Can it make a state grow in time instead of decay?

An eigenstate of $A + S(z)$ with eigenvalue $E$ evolves as $e^{-iEt/\hbar}$, so it grows if $\operatorname{Im} E > 0$. With $z$ held fixed, this cannot happen if $A$ and $D$ are Hermitian and $\operatorname{Im} z > 0$. The positive imaginary part of $z$ stands for a finite energy resolution and selects the retarded response.

## System, environment and self-energy

The finite index types `m` and `n` label the basis states of system and environment. Both bases are orthonormal, and `ᴴ` denotes the adjoint.

```lean
import Mathlib

open Matrix
open scoped ComplexOrder

namespace EmbeddingBroadening

noncomputable section

variable {m n : Type*} [Fintype m] [Fintype n] [DecidableEq n]
```

States need not be normalised, so the squared norm $\|v\|^2 = \sum_i |v_i|^2$ is carried along as a real number.

```lean
/-- The squared norm of a state, the sum of the squared moduli of its amplitudes. -/
def weight (v : m → ℂ) : ℝ := ∑ i, Complex.normSq (v i)
```

The environment enters through its resolvent $G = (z-D)^{-1}$.

```lean
/-- The resolvent `(z - D)⁻¹` of the environment Hamiltonian `D`. -/
def resolvent (D : Matrix n n ℂ) (z : ℂ) : Matrix n n ℂ := (z • (1 : Matrix n n ℂ) - D)⁻¹
```

The coupling $B$ may be any rectangular complex matrix.

```lean
/-- The embedding self-energy `S(z) = B (z - D)⁻¹ B†` of a system coupled by `B` to an
environment `D`. -/
def selfEnergy (B : Matrix m n ℂ) (D : Matrix n n ℂ) (z : ℂ) : Matrix m m ℂ :=
  B * resolvent D z * Bᴴ
```

The anti-Hermitian part of $S$ is measured by $\Gamma = i(S - S^\dagger)$.

```lean
/-- The broadening matrix `Γ(z) = i (S(z) - S(z)†)`. -/
def broadening (B : Matrix m n ℂ) (D : Matrix n n ℂ) (z : ℂ) : Matrix m m ℂ :=
  Complex.I • (selfEnergy B D z - (selfEnergy B D z)ᴴ)
```

## Norms and expectation values

In Lean, $v^\dagger M v$ is written `star v ⬝ᵥ M *ᵥ v`; dividing it by $\|v\|^2$ gives the normalised expectation value. For $M = 1$, the undivided $v^\dagger M v$ is the squared norm itself.

```lean
/-- The overlap of a state with itself is its squared norm. -/
lemma star_dotProduct_self (v : m → ℂ) : star v ⬝ᵥ v = (weight v : ℂ) := by
  simp [dotProduct, weight, Complex.normSq_eq_conj_mul_self]
```

As a sum of squared moduli, it is non-negative.

```lean
/-- The squared norm is never negative. -/
lemma weight_nonneg (v : m → ℂ) : 0 ≤ weight v :=
  Finset.sum_nonneg fun i _ => Complex.normSq_nonneg (v i)
```

It vanishes only if every amplitude does.

```lean
/-- Only the zero vector has zero squared norm. -/
lemma weight_eq_zero (v : m → ℂ) : weight v = 0 ↔ v = 0 := by
  unfold weight
  rw [Finset.sum_eq_zero_iff_of_nonneg fun i _ => Complex.normSq_nonneg (v i)]
  simp [funext_iff]
```

Taking the adjoint of a matrix conjugates its expectation values: $v^\dagger M^\dagger v = \overline{v^\dagger M v}$.

```lean
/-- The expectation value of the adjoint is the complex conjugate expectation value. -/
lemma expect_conjTranspose (M : Matrix m m ℂ) (v : m → ℂ) :
    star v ⬝ᵥ Mᴴ *ᵥ v = star (star v ⬝ᵥ M *ᵥ v) := by
  rw [← Matrix.star_dotProduct (M *ᵥ v) v, Matrix.star_mulVec, ← Matrix.dotProduct_mulVec]
```

If $A = A^\dagger$, then $v^\dagger A v$ equals its own conjugate and is real.

```lean
/-- Expectation values of a Hermitian matrix are real. -/
lemma expect_im {A : Matrix m m ℂ} (hA : A.IsHermitian) (v : m → ℂ) :
    (star v ⬝ᵥ A *ᵥ v).im = 0 := by
  have h := expect_conjTranspose A v
  rw [hA.eq] at h
  have h' := congrArg Complex.im h
  rw [Complex.star_def, Complex.conj_im] at h'
  linarith
```

## The resolvent off the real axis

If $z - D$ were singular, some $v \neq 0$ would satisfy $(z-D)v = 0$, hence $z\|v\|^2 = v^\dagger D v$. The right side is real, so $\operatorname{Im} z\,\|v\|^2 = 0$, which is impossible. The proof obtains $v$ from a vanishing determinant and then takes this imaginary part.

```lean
/-- For Hermitian `D` and `z` in the upper half-plane, `z - D` is invertible. -/
theorem isUnit_sub {D : Matrix n n ℂ} (hD : D.IsHermitian) {z : ℂ} (hz : 0 < z.im) :
    IsUnit (z • (1 : Matrix n n ℂ) - D) := by
  rw [Matrix.isUnit_iff_isUnit_det, isUnit_iff_ne_zero]
  intro h0
  obtain ⟨v, hv, h⟩ := Matrix.exists_mulVec_eq_zero_iff.mpr h0
  -- a null vector `v` would make `v† D v` equal to `z` times its squared norm, which is not real
  have h1 : star v ⬝ᵥ ((z • (1 : Matrix n n ℂ) - D) *ᵥ v) = 0 := by
    rw [h, dotProduct_zero]
  rw [Matrix.sub_mulVec, Matrix.smul_mulVec, Matrix.one_mulVec, dotProduct_sub,
    dotProduct_smul, star_dotProduct_self, smul_eq_mul] at h1
  have h2 := congrArg Complex.im h1
  rw [Complex.sub_im, expect_im hD, Complex.im_mul_ofReal, Complex.zero_im, sub_zero] at h2
  exact hv ((weight_eq_zero v).mp ((mul_eq_zero.mp h2).resolve_left hz.ne'))
```

Since $(z-D)G = 1$ and $G^\dagger(z-D)^\dagger = 1$,

$$G - G^\dagger = G^\dagger\big[(z-D)^\dagger - (z-D)\big]G = (\bar z - z)\,G^\dagger G.$$

The bracket is `h3`, where $D$ cancels because it is Hermitian; the `calc` block is the displayed chain.

```lean
/-- For `Im z > 0`, the resolvent `G` of a Hermitian matrix obeys `G - G† = (z̄ - z) G† G`. -/
theorem resolvent_sub_adjoint {D : Matrix n n ℂ} (hD : D.IsHermitian) {z : ℂ}
    (hz : 0 < z.im) :
    resolvent D z - (resolvent D z)ᴴ
      = (star z - z) • ((resolvent D z)ᴴ * resolvent D z) := by
  have h1 : (z • (1 : Matrix n n ℂ) - D) * resolvent D z = 1 :=
    Matrix.mul_nonsing_inv _ ((Matrix.isUnit_iff_isUnit_det _).mp (isUnit_sub hD hz))
  have h2 : (resolvent D z)ᴴ * (z • (1 : Matrix n n ℂ) - D)ᴴ = 1 := by
    rw [← Matrix.conjTranspose_mul, h1, Matrix.conjTranspose_one]
  have h3 : (z • (1 : Matrix n n ℂ) - D)ᴴ - (z • (1 : Matrix n n ℂ) - D)
      = (star z - z) • (1 : Matrix n n ℂ) := by
    rw [Matrix.conjTranspose_sub, Matrix.conjTranspose_smul, Matrix.conjTranspose_one,
      hD.eq, sub_smul]
    abel
  calc resolvent D z - (resolvent D z)ᴴ
      = (resolvent D z)ᴴ * (z • (1 : Matrix n n ℂ) - D)ᴴ * resolvent D z
        - (resolvent D z)ᴴ * ((z • (1 : Matrix n n ℂ) - D) * resolvent D z) := by
        rw [h1, h2, one_mul, mul_one]
    _ = (resolvent D z)ᴴ * ((z • (1 : Matrix n n ℂ) - D)ᴴ
        - (z • (1 : Matrix n n ℂ) - D)) * resolvent D z := by
        rw [← mul_assoc (resolvent D z)ᴴ (z • (1 : Matrix n n ℂ) - D) (resolvent D z),
          ← sub_mul, ← mul_sub]
    _ = _ := by rw [h3, Matrix.mul_smul, Matrix.smul_mul, mul_one]
```

## Broadening as a square

Placing this identity between $B$ and $B^\dagger$, and using $i(\bar z - z) = 2\operatorname{Im} z$, gives

$$\Gamma = 2\operatorname{Im} z\,(GB^\dagger)^\dagger(GB^\dagger).$$

```lean
omit [Fintype m] in
/-- For Hermitian `D` and `Im z > 0`, the broadening matrix is `2 Im z` times the square `X† X` of
`X = (z - D)⁻¹ B†`. -/
theorem broadening_eq (B : Matrix m n ℂ) {D : Matrix n n ℂ} (hD : D.IsHermitian) {z : ℂ}
    (hz : 0 < z.im) :
    broadening B D z
      = ((2 * z.im : ℝ) : ℂ) • ((resolvent D z * Bᴴ)ᴴ * (resolvent D z * Bᴴ)) := by
  have hS : selfEnergy B D z - (selfEnergy B D z)ᴴ
      = B * (resolvent D z - (resolvent D z)ᴴ) * Bᴴ := by
    simp only [selfEnergy, Matrix.conjTranspose_mul, Matrix.conjTranspose_conjTranspose,
      Matrix.mul_sub, Matrix.sub_mul, Matrix.mul_assoc]
  have hc : Complex.I * (star z - z) = ((2 * z.im : ℝ) : ℂ) := by
    apply Complex.ext
    · simp only [Complex.mul_re, Complex.I_re, Complex.I_im, Complex.sub_im,
        Complex.star_def, Complex.conj_im, Complex.ofReal_re]
      ring
    · simp only [Complex.mul_im, Complex.I_re, Complex.I_im, Complex.sub_re,
        Complex.star_def, Complex.conj_re, Complex.ofReal_im]
      ring
  rw [broadening, hS, resolvent_sub_adjoint hD hz, Matrix.mul_smul, Matrix.smul_mul,
    smul_smul, hc]
  simp only [Matrix.conjTranspose_mul, Matrix.conjTranspose_conjTranspose, Matrix.mul_assoc]
```

Therefore $v^\dagger\Gamma v = 2\operatorname{Im} z\,\|GB^\dagger v\|^2$.

```lean
/-- For Hermitian `D` and `Im z > 0`, the expectation value `v† Γ v` of the broadening matrix is `2
Im z` times the squared norm of `(z - D)⁻¹ B† v`. -/
theorem expect_broadening (B : Matrix m n ℂ) {D : Matrix n n ℂ} (hD : D.IsHermitian)
    {z : ℂ} (hz : 0 < z.im) (v : m → ℂ) :
    star v ⬝ᵥ broadening B D z *ᵥ v
      = ((2 * z.im * weight ((resolvent D z * Bᴴ) *ᵥ v) : ℝ) : ℂ) := by
  rw [broadening_eq B hD hz, Matrix.smul_mulVec, dotProduct_smul, ← Matrix.mulVec_mulVec,
    Matrix.dotProduct_mulVec, ← Matrix.star_mulVec, star_dotProduct_self, smul_eq_mul,
    ← Complex.ofReal_mul]
```

This is never negative. `PosSemidef` also requires $\Gamma$ to be Hermitian, which the factorised form shows.

```lean
/-- For a Hermitian environment `D`, any coupling `B` and `Im z > 0`, the matrix `z - D` is
invertible and the broadening matrix `i (S - S†)` is positive semidefinite. -/
theorem broadening_posSemidef (B : Matrix m n ℂ) {D : Matrix n n ℂ} (hD : D.IsHermitian)
    {z : ℂ} (hz : 0 < z.im) :
    IsUnit (z • (1 : Matrix n n ℂ) - D) ∧ (broadening B D z).PosSemidef := by
  refine ⟨isUnit_sub hD hz, Matrix.PosSemidef.of_dotProduct_mulVec_nonneg ?_ fun v => ?_⟩
  · rw [Matrix.IsHermitian, broadening_eq B hD hz, Matrix.conjTranspose_smul,
      Matrix.conjTranspose_mul (resolvent D z * Bᴴ)ᴴ (resolvent D z * Bᴴ),
      Matrix.conjTranspose_conjTranspose, Complex.star_def, Complex.conj_ofReal]
  · -- every expectation value is a squared norm times `2 Im z`
    rw [expect_broadening B hD hz v]
    exact Complex.zero_le_real.mpr (mul_nonneg (by positivity) (weight_nonneg _))
```

Both hypotheses matter already for one-by-one matrices with $B = 1$. For the non-Hermitian $D = 2i$ and $z = i$, one finds $S = i$ and $\Gamma = -2$. The Hermitian $D = 0$ with $z = -i$ gives the same negative value.

## States that the broadening matrix annihilates

Multiplying $GB^\dagger v = 0$ by $z - D$ gives $B^\dagger v = 0$; the converse is immediate.

```lean
/-- For Hermitian `D` and `Im z > 0`, the vector `(z - D)⁻¹ B† v` vanishes exactly when `B† v` does.
-/
lemma amplitude_eq_zero (B : Matrix m n ℂ) {D : Matrix n n ℂ} (hD : D.IsHermitian)
    {z : ℂ} (hz : 0 < z.im) (v : m → ℂ) :
    (resolvent D z * Bᴴ) *ᵥ v = 0 ↔ Bᴴ *ᵥ v = 0 := by
  have h1 : (z • (1 : Matrix n n ℂ) - D) * resolvent D z = 1 :=
    Matrix.mul_nonsing_inv _ ((Matrix.isUnit_iff_isUnit_det _).mp (isUnit_sub hD hz))
  rw [← Matrix.mulVec_mulVec]
  constructor
  · intro h
    have h2 := congrArg (fun w => (z • (1 : Matrix n n ℂ) - D) *ᵥ w) h
    simpa only [Matrix.mulVec_mulVec, ← Matrix.mul_assoc, h1, Matrix.one_mul,
      Matrix.mulVec_zero] using h2
  · intro h
    rw [h, Matrix.mulVec_zero]
```

If $\Gamma v = 0$, then $v^\dagger\Gamma v = 0$, so $GB^\dagger v = 0$ and hence $B^\dagger v = 0$. Conversely, $B^\dagger v = 0$ makes the factorised $\Gamma$ annihilate $v$.

```lean
/-- For Hermitian `D` and `Im z > 0`, the broadening matrix annihilates a state exactly when the
coupling `B†` does. -/
theorem broadening_mulVec_eq_zero (B : Matrix m n ℂ) {D : Matrix n n ℂ}
    (hD : D.IsHermitian) {z : ℂ} (hz : 0 < z.im) (v : m → ℂ) :
    broadening B D z *ᵥ v = 0 ↔ Bᴴ *ᵥ v = 0 := by
  rw [← amplitude_eq_zero B hD hz v]
  constructor
  · intro h
    have h1 := expect_broadening B hD hz v
    rw [h, dotProduct_zero] at h1
    have h2 : 2 * z.im * weight ((resolvent D z * Bᴴ) *ᵥ v) = 0 := by exact_mod_cast h1.symm
    exact (weight_eq_zero _).mp ((mul_eq_zero.mp h2).resolve_left (by positivity))
  · intro h
    rw [broadening_eq B hD hz, Matrix.smul_mulVec, ← Matrix.mulVec_mulVec, h,
      Matrix.mulVec_zero, smul_zero]
```

## Levels of the effective Hamiltonian

Let $(A+S(z))v = Ev$ with $A$ Hermitian and $v \neq 0$. Projecting on $v$ gives $E\|v\|^2 = v^\dagger A v + v^\dagger S v$, where the first term is real. Since $v^\dagger\Gamma v = -2\operatorname{Im}(v^\dagger S v)$,

$$\operatorname{Im} E = -\operatorname{Im} z\,\frac{\|GB^\dagger v\|^2}{\|v\|^2} \le 0,$$

with equality exactly when $B^\dagger v = 0$. In the proof, `he` is the projected equation and `key` is this formula multiplied by $\|v\|^2$.

```lean
/-- For Hermitian `A` and `D` and `Im z > 0`, an eigenvalue `E` of the effective Hamiltonian `A +
S(z)` has `Im E ≤ 0`, and `Im E = 0` exactly when `B†` annihilates the eigenvector. -/
theorem level_im_nonpos (B : Matrix m n ℂ) {A : Matrix m m ℂ} (hA : A.IsHermitian)
    {D : Matrix n n ℂ} (hD : D.IsHermitian) {z : ℂ} (hz : 0 < z.im) {E : ℂ} {v : m → ℂ}
    (hv : v ≠ 0) (h : (A + selfEnergy B D z) *ᵥ v = E • v) :
    E.im ≤ 0 ∧ (E.im = 0 ↔ Bᴴ *ᵥ v = 0) := by
  have hI : ∀ s : ℂ, (Complex.I * (s - star s)).re = -2 * s.im := by
    intro s
    simp only [Complex.mul_re, Complex.I_re, Complex.I_im, Complex.sub_im,
      Complex.star_def, Complex.conj_im]
    ring
  -- the broadening matrix measures the imaginary part of the self-energy
  have hq := congrArg Complex.re (expect_broadening B hD hz v)
  rw [broadening, Matrix.smul_mulVec, Matrix.sub_mulVec, dotProduct_smul, dotProduct_sub,
    expect_conjTranspose, smul_eq_mul, hI, Complex.ofReal_re] at hq
  -- the eigenvalue equation, projected on the eigenvector
  have he : star v ⬝ᵥ A *ᵥ v + star v ⬝ᵥ selfEnergy B D z *ᵥ v = E * (weight v : ℂ) := by
    rw [← dotProduct_add, ← Matrix.add_mulVec, h, dotProduct_smul, star_dotProduct_self,
      smul_eq_mul]
  have hi := congrArg Complex.im he
  rw [Complex.add_im, expect_im hA, Complex.im_mul_ofReal] at hi
  have key : E.im * weight v = -(z.im * weight ((resolvent D z * Bᴴ) *ᵥ v)) := by linarith
  have hw : 0 < weight v :=
    lt_of_le_of_ne (weight_nonneg v) fun h0 => hv ((weight_eq_zero v).mp h0.symm)
  have hx := mul_nonneg hz.le (weight_nonneg ((resolvent D z * Bᴴ) *ᵥ v))
  refine ⟨by by_contra hE; nlinarith [mul_pos (not_le.mp hE) hw], ?_⟩
  rw [← amplitude_eq_zero B hD hz v, ← weight_eq_zero]
  constructor
  · intro h0
    rw [h0, zero_mul] at key
    exact (mul_eq_zero.mp (neg_eq_zero.mp key.symm)).resolve_left hz.ne'
  · intro h0
    rw [h0, mul_zero, neg_zero] at key
    exact (mul_eq_zero.mp key).resolve_right hw.ne'

end

end EmbeddingBroadening
```

```lean
#print axioms EmbeddingBroadening.broadening_posSemidef
-- 'EmbeddingBroadening.broadening_posSemidef' depends on axioms: [propext, Classical.choice, Quot.sound]
#print axioms EmbeddingBroadening.broadening_mulVec_eq_zero
-- 'EmbeddingBroadening.broadening_mulVec_eq_zero' depends on axioms: [propext, Classical.choice, Quot.sound]
#print axioms EmbeddingBroadening.level_im_nonpos
-- 'EmbeddingBroadening.level_im_nonpos' depends on axioms: [propext, Classical.choice, Quot.sound]
```

## Fixed and self-consistent energies

In a finite model of the form above, with orthonormal bases and with $A$ and $D$ meant to be Hermitian, a positive $\operatorname{Im} E$ at fixed $z$ in the upper half-plane therefore signals an error in the input or the numerics. The Hermitian part of $S$ may still shift levels. A continuous spectrum, and the limit $\operatorname{Im} z \to 0^+$ that gives intrinsic lifetimes, are not treated.

Here $z$ is a parameter separate from $E$. A self-consistent model would set $z = E$ and solve $(A+S(E))v = Ev$. Where $E - D$ is invertible, its solutions are eigenvalues of the full Hermitian Hamiltonian of system and environment, and so are real: the widths at fixed $z$ would be replaced by the sharp levels of the finite whole.
